# The integral identity for the discrete Green tensor of an absorbing medium

An atom near a metal or dielectric surface feels a fluctuating electric field even when no light shines on it. The surface absorbs, and absorption comes with noise: random currents in the material radiate, and their field reaches the atom. Quantizing this field means choosing the strength of the noise currents in each part of the material so that the field has the commutator fixed by its linear response. Is the local absorption enough to determine that strength?

Divide a bounded region with lossless walls into finitely many cells of equal volume and fix a real frequency $\omega\neq0$, in units with $c=1$. Let $K$ be the discretised curl-curl operator, a real symmetric matrix, and let $\varepsilon_i$ be the complex permittivity of cell $i$. The field amplitudes obey a linear equation with the matrix $A=K-\omega^2\varepsilon$, where $\varepsilon$ also denotes the diagonal matrix of the $\varepsilon_i$. Assume $\operatorname{Im}\varepsilon_i>0$ for every $i$: with time dependence $e^{-i\omega t}$ and $\omega>0$, each cell takes energy out of the field. Then $A$ has an inverse $G$, the discrete Green tensor, with $G^T=G$ and

$$\frac{G-G^\dagger}{2i}=\omega^2\,G\,(\operatorname{Im}\varepsilon)\,G^\dagger ,$$

and this matrix is positive definite. In the continuum the product on the right is an integral over the material, hence the name of the identity.

## From power balance to the noise field

For any vector $x$,

$$x^\dagger A x=x^\dagger Kx-\omega^2\sum_i\varepsilon_i|x_i|^2 .$$

Since $K$ is real and symmetric, $(x^\dagger Kx)^*=x^\dagger K^\dagger x=x^\dagger Kx$, so the first term is real. Therefore

$$\operatorname{Im}(x^\dagger Ax)=-\omega^2\sum_i \operatorname{Im}\varepsilon_i\,|x_i|^2 .$$

If $Ax=0$, the left side vanishes. Every term of the sum is non-negative, so each is zero, and $\operatorname{Im}\varepsilon_i>0$ gives $x=0$. A square matrix with no nonzero null vector is invertible.

Both $K$ and $\varepsilon$ are symmetric, so $A^T=A$. With $AG=1$,

$$G^T=G^T(AG)=(G^TA^T)G=(AG)^TG=G .$$

This is reciprocity: source and detector may be exchanged.

The adjoint of $A$ differs from $A$ only through absorption:

$$A^\dagger-A=\omega^2(\varepsilon-\varepsilon^*)=2i\omega^2\operatorname{Im}\varepsilon .$$

Multiply by $G$ on the left and $G^\dagger$ on the right. Because $GA=1$ and $A^\dagger G^\dagger=(GA)^\dagger=1$, the left side becomes $G-G^\dagger$. Division by $2i$ gives the identity. For $y\neq0$ the vector $G^\dagger y$ is nonzero, so

$$y^\dagger\,\frac{G-G^\dagger}{2i}\,y=\omega^2\sum_k\operatorname{Im}\varepsilon_k\,|(G^\dagger y)_k|^2>0 .$$

By reciprocity, the $(i,j)$ entry of the left side of the identity is $(G_{ij}-G_{ij}^*)/(2i)=\operatorname{Im}G_{ij}$. Define the amplitudes $C_{ik}=\omega G_{ik}\sqrt{\operatorname{Im}\varepsilon_k}$. The identity then reads

$$\operatorname{Im}G_{ij}=\sum_k C_{ik}C_{jk}^* .$$

Now let each cell carry a noise operator $f_k$ with $[f_k,f_l^\dagger]=\delta_{kl}$, and set $E_i=\sum_kC_{ik}f_k$, which is the electric-field amplitude up to a factor common to all cells. Then

$$[E_i,E_j^\dagger]=\sum_{k,l}C_{ik}C_{jl}^*\,\delta_{kl}=\operatorname{Im}G_{ij}.$$

Noise of strength $\sqrt{\operatorname{Im}\varepsilon_k}$ in each cell thus gives the commutator set by the response. For a finite, linear, local medium of this kind, $\operatorname{Im}G$ is the quantity that enters the decay rate of a weakly coupled emitter.

## The discretised medium in Lean

The finite type `n` labels the cells, or pairs of a cell and a field component.

```lean
import Mathlib

open Matrix
open scoped ComplexOrder

namespace DiscreteGreenTensor

noncomputable section

variable {n : Type*} [Fintype n] [DecidableEq n]
```

The matrix $A$ is `waveOperator K ε ω`. The permittivity is a function on `n` placed on the diagonal, so the response is local and does not mix field components. Its value is taken at one frequency, and no relation between different frequencies is imposed.

```lean
/-- The discretised wave operator `K - ω² ε`, with curl-curl matrix `K` and a local
permittivity `ε` in each cell. -/
def waveOperator (K : Matrix n n ℝ) (ε : n → ℂ) (ω : ℝ) : Matrix n n ℂ :=
  K.map Complex.ofReal - (ω : ℂ) ^ 2 • diagonal ε

/-- The discrete Green tensor, the inverse of the wave operator; it is meaningful where
the wave operator is invertible. -/
def green (K : Matrix n n ℝ) (ε : n → ℂ) (ω : ℝ) : Matrix n n ℂ :=
  (waveOperator K ε ω)⁻¹
```

Lean assigns the value zero to the inverse of a singular matrix, which is why the main theorem states invertibility separately.

The next definitions are $\operatorname{Im}\varepsilon$ as a diagonal matrix, the combination $(G-G^\dagger)/(2i)$, and the amplitude $C_{ik}$. Textbooks often write the second as $\operatorname{Im}G$; the two agree once $G$ is symmetric. The usual electric-field operator carries a further factor $\omega$, constant prefactors and a phase, all of which the amplitude omits.

```lean
/-- The diagonal matrix `Im ε` of local absorption. -/
def absorption (ε : n → ℂ) : Matrix n n ℂ :=
  diagonal fun i => ((ε i).im : ℂ)

/-- The dissipative part `(G - Gᴴ) / (2i)` of a response matrix. -/
def dissipativePart (G : Matrix n n ℂ) : Matrix n n ℂ :=
  (2 * Complex.I)⁻¹ • (G - Gᴴ)

/-- The amplitude `ω G_ik √(Im ε_k)` with which the noise source in cell `k` drives the field in
cell `i`, up to a factor common to all cells, for `Im ε ≥ 0` and an invertible wave operator. -/
def noiseAmplitude (K : Matrix n n ℝ) (ε : n → ℂ) (ω : ℝ) (i k : n) : ℂ :=
  (ω : ℂ) * green K ε ω i k * (Real.sqrt (ε k).im : ℂ)
```

## Power balance, reciprocity and the identity

The first lemma says that $K$, read as a complex matrix, equals its own adjoint.

```lean
omit [Fintype n] [DecidableEq n] in
/-- A real symmetric matrix is Hermitian when read as a complex matrix. -/
theorem conjTranspose_real {K : Matrix n n ℝ} (hK : K.IsSymm) :
    (K.map Complex.ofReal)ᴴ = K.map Complex.ofReal := by
  ext i j
  simp [Matrix.conjTranspose_apply, Matrix.map_apply, hK.apply i j]
```

In the power balance, `star x ⬝ᵥ (waveOperator K ε ω *ᵥ x)` is $x^\dagger Ax$. The step `hq` shows that $x^\dagger Kx$ equals its complex conjugate, `him` concludes that its imaginary part is zero, and `hd` writes the permittivity term as a sum over cells.

```lean
/-- Power balance: for symmetric `K`, the imaginary part of `x† (K - ω² ε) x` is minus `ω²` times
the sum of `Im ε |x|²` over the cells. -/
theorem power_balance {K : Matrix n n ℝ} (hK : K.IsSymm) (ε : n → ℂ) (ω : ℝ) (x : n → ℂ) :
    (star x ⬝ᵥ (waveOperator K ε ω *ᵥ x)).im
      = -(ω ^ 2 * ∑ i, (ε i).im * Complex.normSq (x i)) := by
  -- the curl-curl term is real
  have hq : star x ⬝ᵥ (K.map Complex.ofReal *ᵥ x)
      = star (star x ⬝ᵥ (K.map Complex.ofReal *ᵥ x)) := by
    conv_lhs => rw [Matrix.star_dotProduct, Matrix.star_mulVec, conjTranspose_real hK,
      ← Matrix.dotProduct_mulVec]
  have him : (star x ⬝ᵥ (K.map Complex.ofReal *ᵥ x)).im = 0 :=
    Complex.conj_eq_iff_im.1 hq.symm
  -- the permittivity term is a sum over cells
  have hd : star x ⬝ᵥ (diagonal ε *ᵥ x) = ∑ i, ε i * (Complex.normSq (x i) : ℂ) := by
    simp only [dotProduct, Matrix.mulVec_diagonal, Pi.star_apply]
    refine Finset.sum_congr rfl fun i _ => ?_
    rw [← Complex.mul_conj, Complex.star_def]
    ring
  rw [waveOperator, Matrix.sub_mulVec, dotProduct_sub, Complex.sub_im, him,
    Matrix.smul_mulVec, dotProduct_smul, hd, smul_eq_mul, ← Complex.ofReal_pow,
    Complex.im_ofReal_mul, Complex.im_sum, zero_sub]
  simp only [Complex.im_mul_ofReal]
```

Reciprocity is stated for any matrix `G` with $AG=1$. It needs neither absorption nor $\omega\neq0$, and its `calc` block is the chain of equalities for $G^T$ above.

```lean
/-- Reciprocity: for symmetric `K`, any inverse `G` of the wave operator is symmetric. -/
theorem reciprocity {K : Matrix n n ℝ} (hK : K.IsSymm) {ε : n → ℂ} {ω : ℝ}
    {G : Matrix n n ℂ} (hG : waveOperator K ε ω * G = 1) : Gᵀ = G := by
  have hA : (waveOperator K ε ω)ᵀ = waveOperator K ε ω := by
    rw [waveOperator, Matrix.transpose_sub, Matrix.transpose_smul, Matrix.diagonal_transpose,
      ← Matrix.transpose_map, hK.eq]
  calc Gᵀ = Gᵀ * (waveOperator K ε ω * G) := by rw [hG, mul_one]
    _ = (waveOperator K ε ω * G)ᵀ * G := by rw [Matrix.transpose_mul, hA, mul_assoc]
    _ = G := by rw [hG, Matrix.transpose_one, one_mul]
```

The integral identity has the same hypotheses. Here `hA` computes $A^\dagger-A$ entry by entry, treating diagonal and off-diagonal entries separately. For square matrices a right inverse is also a left inverse, which gives `hG'`; `hdiff` is then the formula $G-G^\dagger=G(A^\dagger-A)G^\dagger$.

```lean
/-- The Green tensor integral identity: for symmetric `K`, any inverse `G` of the wave operator
satisfies `(G - Gᴴ) / (2i) = ω² G (Im ε) Gᴴ`. -/
theorem integral_identity {K : Matrix n n ℝ} (hK : K.IsSymm) {ε : n → ℂ} {ω : ℝ}
    {G : Matrix n n ℂ} (hG : waveOperator K ε ω * G = 1) :
    dissipativePart G = (ω : ℂ) ^ 2 • (G * absorption ε * Gᴴ) := by
  -- only the absorption breaks Hermiticity of the wave operator
  have hA : (waveOperator K ε ω)ᴴ - waveOperator K ε ω
      = (2 * Complex.I * (ω : ℂ) ^ 2) • absorption ε := by
    rw [waveOperator, Matrix.conjTranspose_sub, conjTranspose_real hK,
      Matrix.conjTranspose_smul, Matrix.diagonal_conjTranspose]
    ext i j
    by_cases h : i = j
    · subst h
      have hs := Complex.sub_conj (ε i)
      push_cast at hs
      simp only [absorption, Matrix.sub_apply, Matrix.smul_apply, Matrix.diagonal_apply_eq,
        Pi.star_apply, smul_eq_mul, star_pow, Complex.star_def, Complex.conj_ofReal]
      linear_combination (ω : ℂ) ^ 2 * hs
    · simp [absorption, h]
  have hG' : G * waveOperator K ε ω = 1 := mul_eq_one_comm.mp hG
  have hGH : (waveOperator K ε ω)ᴴ * Gᴴ = 1 := by
    rw [← Matrix.conjTranspose_mul, hG', Matrix.conjTranspose_one]
  have hdiff : G - Gᴴ = G * ((waveOperator K ε ω)ᴴ - waveOperator K ε ω) * Gᴴ := by
    rw [mul_sub, sub_mul, hG', one_mul, mul_assoc, hGH, mul_one]
  have h2 : (2 * Complex.I) ≠ 0 := by simp
  rw [dissipativePart, hdiff, hA, Matrix.mul_smul, Matrix.smul_mul, smul_smul,
    inv_mul_cancel_left₀ h2]
```

## Invertibility and positive definiteness

The main theorem adds the two remaining hypotheses: `hε`, absorption in every cell, and `hω`, a nonzero frequency. Its four conclusions are invertibility (`IsUnit`), reciprocity, the integral identity and positive definiteness (`PosDef`).

For `hdet`, a vanishing determinant would supply a nonzero null vector `x`. Power balance makes its total absorption zero, while `hpos` shows that it is positive. For the last conclusion, `hinj` says that multiplying row vectors by $G$ is injective, which corresponds to $G^\dagger y\neq0$ for $y\neq0$. Congruence then carries positivity from the diagonal matrix $\operatorname{Im}\varepsilon$ to $G(\operatorname{Im}\varepsilon)G^\dagger$, and the factor $\omega^2>0$ preserves it.

```lean
/-- For symmetric `K`, absorption in every cell and `ω ≠ 0`, the wave operator is invertible, its
Green tensor is reciprocal, and `(G - Gᴴ) / (2i) = ω² G (Im ε) Gᴴ` is positive definite. -/
theorem green_tensor {K : Matrix n n ℝ} (hK : K.IsSymm) {ε : n → ℂ}
    (hε : ∀ i, 0 < (ε i).im) {ω : ℝ} (hω : ω ≠ 0) :
    IsUnit (waveOperator K ε ω) ∧ (green K ε ω)ᵀ = green K ε ω ∧
      dissipativePart (green K ε ω)
        = (ω : ℂ) ^ 2 • (green K ε ω * absorption ε * (green K ε ω)ᴴ) ∧
      (dissipativePart (green K ε ω)).PosDef := by
  have hω2 : 0 < ω ^ 2 := by positivity
  -- a null vector would absorb no power
  have hdet : (waveOperator K ε ω).det ≠ 0 := by
    intro h0
    obtain ⟨x, hx, hAx⟩ := Matrix.exists_mulVec_eq_zero_iff.mpr h0
    have hp := power_balance hK ε ω x
    rw [hAx, dotProduct_zero, Complex.zero_im] at hp
    obtain ⟨k, hk⟩ := Function.ne_iff.mp hx
    have hpos : 0 < ∑ i, (ε i).im * Complex.normSq (x i) :=
      Finset.sum_pos' (fun i _ => mul_nonneg (hε i).le (Complex.normSq_nonneg _))
        ⟨k, Finset.mem_univ k, mul_pos (hε k) (Complex.normSq_pos.mpr hk)⟩
    have := mul_pos hω2 hpos
    linarith
  have hG : waveOperator K ε ω * green K ε ω = 1 :=
    Matrix.mul_nonsing_inv _ (isUnit_iff_ne_zero.mpr hdet)
  have hid := integral_identity hK hG
  refine ⟨(Matrix.isUnit_iff_isUnit_det _).mpr (isUnit_iff_ne_zero.mpr hdet),
    reciprocity hK hG, hid, ?_⟩
  -- congruence with the positive diagonal matrix `Im ε`
  have hinj : Function.Injective (green K ε ω).vecMul := by
    intro x y h
    have h' := congrArg (fun v => v ᵥ* waveOperator K ε ω) h
    simpa [Matrix.vecMul_vecMul, mul_eq_one_comm.mp hG] using h'
  have hD : (absorption ε).PosDef :=
    Matrix.PosDef.diagonal fun i => by exact_mod_cast hε i
  have hωc : (0 : ℂ) < (ω : ℂ) ^ 2 := by exact_mod_cast hω2
  rw [hid]
  exact (hD.mul_mul_conjTranspose_same hinj).smul hωc
```

The hypothesis on absorption applies to empty space too: to use `green_tensor`, a vacuum cell between atom and surface must be given a small positive $\operatorname{Im}\varepsilon$. The identity alone does not need this: `integral_identity` allows $\operatorname{Im}\varepsilon=0$ in such cells, provided that the wave operator is invertible. The step from this model to a real surface is the limit of infinitely many, ever smaller cells in open space, where the field can also lose energy by radiating away.

## Noise amplitudes and the field commutator

The entrywise form of the identity uses reciprocity in `hL` to turn `dissipativePart` into an ordinary imaginary part. The step `hs` recombines the two square roots into $\operatorname{Im}\varepsilon_k$.

```lean
/-- For symmetric `K`, absorption in every cell and `ω ≠ 0`, the imaginary part of each entry of
the Green tensor is the correlation of the noise amplitudes of the two cells. -/
theorem im_green_apply {K : Matrix n n ℝ} (hK : K.IsSymm) {ε : n → ℂ}
    (hε : ∀ i, 0 < (ε i).im) {ω : ℝ} (hω : ω ≠ 0) (i j : n) :
    ((green K ε ω i j).im : ℂ)
      = ∑ k, noiseAmplitude K ε ω i k * star (noiseAmplitude K ε ω j k) := by
  obtain ⟨-, hsym, hid, -⟩ := green_tensor hK hε hω
  have hji : green K ε ω j i = green K ε ω i j := congrFun (congrFun hsym i) j
  -- by reciprocity the dissipative part is the entrywise imaginary part
  have hL : dissipativePart (green K ε ω) i j = ((green K ε ω i j).im : ℂ) := by
    simp only [dissipativePart, Matrix.smul_apply, Matrix.sub_apply,
      Matrix.conjTranspose_apply, smul_eq_mul]
    rw [hji, Complex.star_def, Complex.sub_conj]
    push_cast
    field_simp
  rw [← hL, hid, Matrix.smul_apply, Matrix.mul_apply, smul_eq_mul, Finset.mul_sum]
  refine Finset.sum_congr rfl fun k _ => ?_
  have hs : (Real.sqrt (ε k).im : ℂ) * (Real.sqrt (ε k).im : ℂ) = ((ε k).im : ℂ) := by
    exact_mod_cast Real.mul_self_sqrt (hε k).le
  rw [absorption, Matrix.mul_diagonal, Matrix.conjTranspose_apply]
  simp only [noiseAmplitude, star_mul', Complex.star_def, Complex.conj_ofReal]
  linear_combination (-((ω : ℂ) ^ 2 * green K ε ω i k
    * (starRingEnd ℂ) (green K ε ω j k))) * hs
```

For the commutator, the noise operators are elements of an arbitrary complex algebra `R`. The family `fd` stands for the $f_k^\dagger$, but the only property assumed is `hf`, the relation $f_kf_l^\dagger-f_l^\dagger f_k=\delta_{kl}$; `R` carries no adjoint. The second field is accordingly written out with conjugated amplitudes. The steps `h1` and `h2` expand the two products as double sums, `h3` subtracts them, and `hf` leaves only the terms with equal cells.

```lean
/-- Field commutator at one frequency: let `K` be symmetric, every cell absorbing and `ω ≠ 0`. If
two families obey `[f_k, fd_l] = δ_kl`, then the sum of the `f_k` weighted with the noise amplitudes
of cell `i` and the sum of the `fd_l` weighted with the conjugated noise amplitudes of cell `j` have
the commutator `Im G_ij`. -/
theorem field_commutator {R : Type*} [Ring R] [Algebra ℂ R] {K : Matrix n n ℝ}
    (hK : K.IsSymm) {ε : n → ℂ} (hε : ∀ i, 0 < (ε i).im) {ω : ℝ} (hω : ω ≠ 0)
    (f fd : n → R) (hf : ∀ k l, f k * fd l - fd l * f k = if k = l then 1 else 0) (i j : n) :
    (∑ k, noiseAmplitude K ε ω i k • f k) * (∑ l, star (noiseAmplitude K ε ω j l) • fd l)
      - (∑ l, star (noiseAmplitude K ε ω j l) • fd l) * (∑ k, noiseAmplitude K ε ω i k • f k)
      = ((green K ε ω i j).im : ℂ) • (1 : R) := by
  rw [im_green_apply hK hε hω]
  generalize noiseAmplitude K ε ω i = a
  generalize noiseAmplitude K ε ω j = b
  have h1 : (∑ k, a k • f k) * (∑ l, star (b l) • fd l)
      = ∑ k, ∑ l, (a k * star (b l)) • (f k * fd l) := by
    rw [Finset.sum_mul_sum]
    exact Finset.sum_congr rfl fun k _ => Finset.sum_congr rfl fun l _ => by
      rw [smul_mul_smul_comm]
  have h2 : (∑ l, star (b l) • fd l) * (∑ k, a k • f k)
      = ∑ k, ∑ l, (a k * star (b l)) • (fd l * f k) := by
    rw [Finset.sum_mul_sum, Finset.sum_comm]
    exact Finset.sum_congr rfl fun k _ => Finset.sum_congr rfl fun l _ => by
      rw [smul_mul_smul_comm, mul_comm (star (b l))]
  -- only equal cells contribute to the double sum
  have h3 : (∑ k, ∑ l, (a k * star (b l)) • (f k * fd l))
      - (∑ k, ∑ l, (a k * star (b l)) • (fd l * f k))
      = ∑ k, ∑ l, (a k * star (b l)) • (f k * fd l - fd l * f k) := by
    simp only [smul_sub, Finset.sum_sub_distrib]
  rw [h1, h2, h3]
  simp only [hf, smul_ite, smul_zero, Finset.sum_ite_eq, Finset.mem_univ, if_true,
    Finset.sum_smul]
```

This is the commutator at a single frequency. The full quantization scheme also has a continuum of frequencies, with a delta function between them, and a Hamiltonian for the noise operators.

The assumed relation has a concrete realisation on polynomials with one variable per cell: differentiation plays the role of $f_k$ and multiplication by a variable that of $f_l^\dagger$. The product rule gives

$$\partial_k(X_lp)-X_l\,\partial_kp=\delta_{kl}\,p .$$

```lean
omit [Fintype n] in
/-- On polynomials with one variable per cell, differentiation and multiplication by the
variables obey the commutation relations of the noise operators. -/
theorem field_commutator_witness (k l : n) :
    ((MvPolynomial.pderiv k).toLinearMap : Module.End ℂ (MvPolynomial n ℂ))
        * LinearMap.mulLeft ℂ (MvPolynomial.X l)
      - LinearMap.mulLeft ℂ (MvPolynomial.X l) * (MvPolynomial.pderiv k).toLinearMap
      = if k = l then 1 else 0 := by
  refine LinearMap.ext fun p => ?_
  change MvPolynomial.pderiv k (MvPolynomial.X l * p)
    - MvPolynomial.X l * MvPolynomial.pderiv k p = _
  rw [Derivation.leibniz, smul_eq_mul, smul_eq_mul, add_sub_cancel_left]
  by_cases h : k = l
  · subst h
    simp
  · simp [MvPolynomial.pderiv_X_of_ne (Ne.symm h), h]
```

## A resonance without loss

Two coupled cells with $\varepsilon=1$ and $\omega=1$ give

$$A=\begin{pmatrix}2&-1\\-1&2\end{pmatrix}-\begin{pmatrix}1&0\\0&1\end{pmatrix}=\begin{pmatrix}1&-1\\-1&1\end{pmatrix},$$

whose determinant is zero. The normalised null vector $(1,1)/\sqrt2$ is an undamped mode driven exactly at its resonance. Requiring only $\operatorname{Im}\varepsilon_i\ge0$ in every cell is therefore not enough for invertibility.

```lean
/-- Without absorption invertibility can fail: for two cells with `K = !![2, -1; -1, 2]` and
`ε = 1`, the wave operator at `ω = 1` has determinant zero. -/
theorem lossless_resonance :
    (waveOperator !![2, -1; -1, 2] (fun _ : Fin 2 => 1) 1).det = 0 := by
  rw [Matrix.det_fin_two]
  simp [waveOperator]
  norm_num

end

end DiscreteGreenTensor
```

```lean
#print axioms DiscreteGreenTensor.integral_identity
#print axioms DiscreteGreenTensor.field_commutator
#print axioms DiscreteGreenTensor.lossless_resonance
```

```
'DiscreteGreenTensor.integral_identity' depends on axioms: [propext, Classical.choice, Quot.sound]
'DiscreteGreenTensor.field_commutator' depends on axioms: [propext, Classical.choice, Quot.sound]
'DiscreteGreenTensor.lossless_resonance' depends on axioms: [propext, Classical.choice, Quot.sound]
```
